# Poisson-weighted plasmon satellites sum to the exponential of the cumulant

The theorem `hasSum_cumulant` says that a series of plasmon satellites, the `n`-th with weight e^(−a) aⁿ/n! and phase e^(inωt), converges to exp(a(e^(iωt) − 1)). The model has a single undamped plasmon frequency ω, and a, ω and t may be any real numbers; for a ≥ 0 the weights form a Poisson distribution. The proof takes the exponential series at a·e^(iωt), multiplies it by e^(−a), and then uses `convert` to match the terms and the sum with those in the statement.

Lean 4 with Mathlib refuses this proof:

```lean
import Mathlib

open Finset

namespace CumulantSatellites

noncomputable section

/-- Weight of the satellite with `n` plasmons at coupling strength `a`. -/
def satelliteWeight (a : ℝ) (n : ℕ) : ℝ :=
  Real.exp (-a) * a ^ n / (n.factorial : ℝ)

/-- The satellite series in the time domain sums to the exponential of the plasmon cumulant. -/
theorem hasSum_cumulant (a ω t : ℝ) :
    HasSum (fun n : ℕ => (satelliteWeight a n : ℂ) * Complex.exp (Complex.I * n * ω * t))
      (Complex.exp (a * (Complex.exp (Complex.I * ω * t) - 1))) := by
  have h := NormedSpace.expSeries_div_hasSum_exp
    ((a : ℂ) * Complex.exp (Complex.I * ω * t))
  rw [← Complex.exp_eq_exp_ℂ] at h
  have h2 := h.mul_left (Complex.exp (-(a : ℂ)))
  rw [← Complex.exp_add] at h2
  convert h2 using 1
  · funext n
    -- `n` plasmons carry the `n`-th power of the one-plasmon phase
    have hp : Complex.exp (Complex.I * n * ω * t) = Complex.exp (Complex.I * ω * t) ^ n := by
      rw [← Complex.exp_nat_mul]
      congr 1
      ring
    rw [hp, mul_pow]
    unfold satelliteWeight
    push_cast
    ring
  · congr 1
    ring

end

end CumulantSatellites
```

Compiling this gives:

```
Main.lean:23:4: error: Tactic `apply` failed: could not unify the conclusion of `@funext`
  ?f = ?g
with the goal
  Complex.instAddCommMonoid =
    Complex.instNonUnitalCommRing.toNonUnitalNonAssocCommRing.toNonUnitalNonAssocSemiring.toAddCommMonoid

Note: The full type of `@funext` is
  ∀ {α : Sort ?u.55} {β : α → Sort ?u.54} {f g : (x : α) → β x}, (∀ (x : α), f x = g x) → f = g

case e'_3
a ω t : ℝ
h :
  HasSum (fun n => (↑a * Complex.exp (Complex.I * ↑ω * ↑t)) ^ n / ↑n.factorial)
    (Complex.exp (↑a * Complex.exp (Complex.I * ↑ω * ↑t)))
h2 :
  HasSum (fun i => Complex.exp (-↑a) * ((↑a * Complex.exp (Complex.I * ↑ω * ↑t)) ^ i / ↑i.factorial))
    (Complex.exp (-↑a + ↑a * Complex.exp (Complex.I * ↑ω * ↑t)))
⊢ Complex.instAddCommMonoid =
    Complex.instNonUnitalCommRing.toNonUnitalNonAssocCommRing.toNonUnitalNonAssocSemiring.toAddCommMonoid
Try this:
  [apply] ring_nf
  
  The `ring` tactic failed to close the goal. Use `ring_nf` to obtain a normal form.
    
  Note that `ring` works primarily in *commutative* rings. If you have a noncommutative ring, abelian group or module, consider using `noncomm_ring`, `abel` or `module` instead.
Main.lean:33:2: error: unsolved goals
case e'_5
a ω t : ℝ
h :
  HasSum (fun n => (↑a * Complex.exp (Complex.I * ↑ω * ↑t)) ^ n / ↑n.factorial)
    (Complex.exp (↑a * Complex.exp (Complex.I * ↑ω * ↑t)))
h2 :
  HasSum (fun i => Complex.exp (-↑a) * ((↑a * Complex.exp (Complex.I * ↑ω * ↑t)) ^ i / ↑i.factorial))
    (Complex.exp (-↑a + ↑a * Complex.exp (Complex.I * ↑ω * ↑t)))
⊢ (fun n => ↑(satelliteWeight a n) * Complex.exp (Complex.I * ↑n * ↑ω * ↑t)) = fun i =>
    ↑a ^ i * Complex.exp (-↑a) * Complex.exp (Complex.I * ↑ω * ↑t) ^ i * (↑i.factorial)⁻¹
Main.lean:16:67: error: unsolved goals
case e'_6
a ω t : ℝ
h :
  HasSum (fun n => (↑a * Complex.exp (Complex.I * ↑ω * ↑t)) ^ n / ↑n.factorial)
    (Complex.exp (↑a * Complex.exp (Complex.I * ↑ω * ↑t)))
h2 :
  HasSum (fun i => Complex.exp (-↑a) * ((↑a * Complex.exp (Complex.I * ↑ω * ↑t)) ^ i / ↑i.factorial))
    (Complex.exp (-↑a + ↑a * Complex.exp (Complex.I * ↑ω * ↑t)))
⊢ Complex.exp (↑a * (Complex.exp (Complex.I * ↑ω * ↑t) - 1)) =
    Complex.exp (-↑a + ↑a * Complex.exp (Complex.I * ↑ω * ↑t))
```

`convert h2 using 1` leaves three goals, but the proof has only two bullets, written for the terms and the sum. The goal that comes first is one the proof did not provide for: that two additive commutative monoid structures on ℂ are equal, `Complex.instAddCommMonoid` in the statement and the one obtained from the ring structure in `h2`.

Every bullet therefore meets the wrong goal. `funext` fails in the first because it proves equalities of functions, and this is an equality of structures. The second bullet, meant for the sum, receives the equality of the terms, where `ring` only rearranges the right-hand side and leaves the goal open. The equality of the sums is left with no bullet at all, which is the third error.

The added `· rfl` closes the first goal, since the two structures are equal by definition. The two original bullets then meet the goals they were written for, and they work unchanged.

As a diff, the version that Lean accepts:

```diff
@@ -21,4 +21,5 @@
   rw [← Complex.exp_add] at h2
   convert h2 using 1
+  · rfl
   · funext n
     -- `n` plasmons carry the `n`-th power of the one-plasmon phase
```
